# Structure constants change only by Bloch phases when atoms move by lattice vectors

The structure constant between sites i and j, at positions t_i and t_j, is the sum over lattice vectors R of exp(i k·R) g(R + t_j − t_i), where g is a propagator and k a real wave vector. The theorem `structureMatrix_translate` says that if each atom i is moved by its own lattice vector S_i, the entry between sites i and j, for any pair of channels, is multiplied by exp(i k·S_i) exp(−i k·S_j). The propagator can be any matrix-valued function whose components are absolutely summable on every translate of the lattice, which is here any additive subgroup of a real inner product space. The proof relabels the original sum by R ↦ R + S_j − S_i, multiplies it by the two phases, and aims to show that it then agrees term by term with the sum for the moved atoms, so that the two have the same value.

As first written in Lean, the proof fails:

```lean
import Mathlib

open scoped Matrix

namespace StructureMatrixTranslate

noncomputable section

variable {E : Type*} [NormedAddCommGroup E] [InnerProductSpace ℝ E]
variable {ι Λ : Type*} {L : AddSubgroup E} {g : E → Matrix Λ Λ ℂ}

/-- The Bloch phase `exp(i k·R)` for a real wave vector `k`. -/
def phase (k R : E) : ℂ := Complex.exp ((inner ℝ k R : ℝ) * Complex.I)

/-- Every channel component of `g` is absolutely summable on every translate of the
lattice `L`. -/
def LatticeSummable (L : AddSubgroup E) (g : E → Matrix Λ Λ ℂ) : Prop :=
  ∀ (x : E) (l m : Λ), Summable fun R : L => ‖g ((R : E) + x) l m‖

/-- The matrix of structure constants, indexed by site and channel: the lattice sum of
`exp(i k·R) g(R + t_j - t_i)` for atoms at the positions `t`. -/
def structureMatrix (L : AddSubgroup E) (g : E → Matrix Λ Λ ℂ) (t : ι → E) (k : E) :
    Matrix (ι × Λ) (ι × Λ) ℂ :=
  Matrix.of fun p q => ∑' R : L, phase k (R : E) * g ((R : E) + t q.1 - t p.1) p.2 q.2

/-- The Bloch phase of a sum of two vectors is the product of their phases. -/
theorem phase_add (k R S : E) : phase k (R + S) = phase k R * phase k S := by
  simp only [phase, inner_add_right, Complex.ofReal_add, add_mul, Complex.exp_add]

/-- For a propagator absolutely summable on lattice translates, the Bloch series converges
to the structure constant. -/
theorem hasSum_structureMatrix (hs : LatticeSummable L g) (t : ι → E) (k : E)
    (p q : ι × Λ) :
    HasSum (fun R : L => phase k (R : E) * g ((R : E) + t q.1 - t p.1) p.2 q.2)
      (structureMatrix L g t k p q) := by
  have hn : ∀ R : E, ‖phase k R‖ = 1 := fun R => Complex.norm_exp_ofReal_mul_I _
  have h : Summable
      (fun R : L => phase k (R : E) * g ((R : E) + t q.1 - t p.1) p.2 q.2) := by
    apply Summable.of_norm
    simpa only [norm_mul, hn, one_mul, add_sub_assoc] using hs (t q.1 - t p.1) p.2 q.2
  exact h.hasSum

/-- If each atom `i` is moved by a lattice vector `S i`, the structure constant between
sites `i` and `j` is multiplied by `exp(i k·S_i) exp(-i k·S_j)`, for a propagator absolutely
summable on lattice translates. -/
theorem structureMatrix_translate (hs : LatticeSummable L g) (t : ι → E) (k : E)
    (S : ι → L) (p q : ι × Λ) :
    structureMatrix L g (fun i => t i + (S i : E)) k p q =
      phase k (S p.1 : E) * structureMatrix L g t k p q * phase k (-(S q.1 : E)) := by
  -- relabel the lattice sum by `R ↦ R + S_j - S_i`
  have h := (((Equiv.addRight (S q.1 - S p.1)).hasSum_iff.2
    (hasSum_structureMatrix hs t k p q)).mul_left (phase k (S p.1 : E))).mul_right
      (phase k (-(S q.1 : E)))
  refine (hasSum_structureMatrix hs _ k p q).unique ((hasSum_congr fun R => ?_).2 h)
  have e : (R : E) + (t q.1 + (S q.1 : E)) - (t p.1 + (S p.1 : E)) =
      ((R + (S q.1 - S p.1) : L) : E) + t q.1 - t p.1 := by
    rw [AddSubgroup.coe_add, AddSubgroup.coe_sub]; abel
  have f : phase k (R : E) = phase k (S p.1 : E) *
      phase k ((R + (S q.1 - S p.1) : L) : E) * phase k (-(S q.1 : E)) := by
    rw [← phase_add, ← phase_add, AddSubgroup.coe_add, AddSubgroup.coe_sub]
    congr 1
    abel
  change _ = phase k (S p.1 : E) * (phase k ((R + (S q.1 - S p.1) : L) : E) *
    g (((R + (S q.1 - S p.1) : L) : E) + t q.1 - t p.1) p.2 q.2) * phase k (-(S q.1 : E))
  rw [e, f]
  ring

end

end StructureMatrixTranslate
```

Compiling this gives:

```
Main.lean:54:54: error(lean.unknownIdentifier): Unknown identifier `hasSum_congr`
Main.lean:55:2: error: No goals to be solved
```

What went wrong. The first message says that Lean knows no `hasSum_congr`, the lemma the proof calls on to pass from equal terms to equal sums. The second follows from the first. After reporting the unknown name, Lean carried on with a `sorry` placeholder for the faulty term. This closed the goal without turning `?_` into a new one, so the `have e` on the next line found no goal left.

The repair uses `h.congr_fun` instead. From the known sum `h` and a proof that the terms agree, it gives the sum for the moved atoms directly, so the `.2 h` is no longer needed. The equality of terms at each `R` is now the goal left by `?_`, and the rest of the proof has something to work on.

The diff also writes out the left side of the `change`, where `_` had stood, so that the expressions `rw [e, f]` is to rewrite are in plain view. Neither message concerns this line, because the first attempt failed before reaching it, so they don't show whether the change was needed.

The mended proof, as a diff:

```diff
@@ -52,5 +52,5 @@
     (hasSum_structureMatrix hs t k p q)).mul_left (phase k (S p.1 : E))).mul_right
       (phase k (-(S q.1 : E)))
-  refine (hasSum_structureMatrix hs _ k p q).unique ((hasSum_congr fun R => ?_).2 h)
+  refine (hasSum_structureMatrix hs _ k p q).unique (h.congr_fun fun R => ?_)
   have e : (R : E) + (t q.1 + (S q.1 : E)) - (t p.1 + (S p.1 : E)) =
       ((R + (S q.1 - S p.1) : L) : E) + t q.1 - t p.1 := by
@@ -61,5 +61,7 @@
     congr 1
     abel
-  change _ = phase k (S p.1 : E) * (phase k ((R + (S q.1 - S p.1) : L) : E) *
+  change phase k (R : E) *
+    g ((R : E) + (t q.1 + (S q.1 : E)) - (t p.1 + (S p.1 : E))) p.2 q.2 =
+    phase k (S p.1 : E) * (phase k ((R + (S q.1 - S p.1) : L) : E) *
     g (((R + (S q.1 - S p.1) : L) : E) + t q.1 - t p.1) p.2 q.2) * phase k (-(S q.1 : E))
   rw [e, f]
```
